# For annihilation photons in the state (xy − yx)/√2, the Compton perpendicular to parallel ratio stays below 2.84

When I give the two 511 keV photons from a positron annihilation independent random polarisations, the simulated rate at which both Compton scatter doesn't depend on the angle between their scattering planes. I understand that the photons should prefer perpendicular planes, because their polarisations are perpendicular. But neither photon has a definite polarisation of its own, so I don't know what to put into the Klein–Nishina formula. What is the joint rate, and how large can the ratio of perpendicular to parallel planes become? Could I raise it by selecting different scattering angles for the two photons?

## The joint rate comes from the pair state, and unequal angles don't lift the ratio to 2.84

Treat each scattering as a measurement on one half of the two-photon state. For photons in the state $(xy-yx)/\sqrt2$ that scatter once each from free electrons at rest, the joint rate at fixed scattering angles is a constant minus a term proportional to the cosine of twice the angle between the planes. The ratio is below 2.84 for every pair of scattering angles, and it exceeds 2.83 when both cosines are $1/7$, that is, at about $82^\circ$.

### From the exchange terms to the cosine

Let $x$ and $y$ be common transverse axes for the two back-to-back photons, numbered 0 and 1 as matrix indices. The state is
$$\psi=\frac{xy-yx}{\sqrt2},\qquad \psi_{01}=\frac1{\sqrt2},\quad \psi_{10}=-\frac1{\sqrt2}.$$
It describes annihilation at rest from the spin singlet, where zero angular momentum and odd parity give this combination. For one-photon operators $A$ and $B$, only these two components contribute:
$$\langle\psi,(A\otimes B)\psi\rangle=\tfrac12\left(A_{00}B_{11}+A_{11}B_{00}-A_{01}B_{10}-A_{10}B_{01}\right).$$

An analyser at azimuth $\varphi$, with mean response $a$ and modulation $b$, is
$$A(\varphi)=a+b(\cos2\varphi\,\sigma_z+\sin2\varphi\,\sigma_x)=\begin{pmatrix}a+b\cos2\varphi&b\sin2\varphi\\ b\sin2\varphi&a-b\cos2\varphi\end{pmatrix}.$$
For two analysers with coefficients $a_1,b_1$ and $a_2,b_2$, the direct terms add up to $2a_1a_2-2b_1b_2\cos2\varphi_1\cos2\varphi_2$. The exchange terms subtract $2b_1b_2\sin2\varphi_1\sin2\varphi_2$. Half the total is
$$a_1a_2-b_1b_2\cos2(\varphi_1-\varphi_2).$$
With independent random polarisations, each response averages to its $a$ separately. Only $a_1a_2$ is left, which is the flat result you found.

### Klein–Nishina scattering as a polarisation measurement

Write $c=\cos\theta$ for the scattering cosine and $k,k'$ for the photon energies before and after scattering. At 511 keV the photon energy equals the electron rest energy, so the Compton formula gives $k/k'=1+(1-c)=2-c$. Summed over final polarisations, the Klein–Nishina angular factor for a photon polarised at angle $\chi$ is
$$2-c+\frac1{2-c}-2(1-c^2)\cos^2(\varphi-\chi),$$
where $\varphi$ is the azimuth of the scattering plane. An analyser responds to the polarisation vector $u=(\cos\chi,\sin\chi)$ with
$$u^{\mathsf T}A(\varphi)u=a+b(\cos2\varphi\cos2\chi+\sin2\varphi\sin2\chi)=a+b\cos2(\varphi-\chi).$$
Since $2\cos^2(\varphi-\chi)=1+\cos2(\varphi-\chi)$, the two expressions agree for
$$a(c)=2-c+\frac1{2-c}-(1-c^2),\qquad b(c)=-(1-c^2).$$
The minus sign says that a photon scatters preferentially perpendicular to its polarisation. In the pair rate the two minus signs cancel.

Now write $a_i=a(c_i)$ and $s_i=1-c_i^2$ for photon $i=1,2$. The joint rate is $a_1a_2-s_1s_2\cos2(\varphi_1-\varphi_2)$. Perpendicular planes give $\cos\pi=-1$ and parallel planes give $\cos0=1$, so the ratio is
$$R=\frac{a_1a_2+s_1s_2}{a_1a_2-s_1s_2}.$$

### One bound per photon limits the ratio

For a single photon,
$$a(c)-1.445(1-c^2)=\frac{N(c)}{2-c},$$
with
$$N(c)=(2-c)^2+1-2.445(1-c^2)(2-c)=0.11-1.555c+5.89c^2-2.445c^3.$$
Separating a square centred near the minimum leaves a small remainder:
$$N(c)\approx(c-0.1451)^2(5.180461-2.445c)+0.000931-0.000153c.$$
Only the remainder is rounded here. For $c\le1$ the first term is nonnegative and the remainder is positive, so $a(c)>1.445(1-c^2)$.

For $c_1,c_2\in[-1,1]$ both $s_i$ are nonnegative and both $a_i$ are positive. Multiplying the two bounds gives
$$a_1a_2\ge1.445^2s_1s_2=2.088025\,s_1s_2.$$
Together with $a_1a_2>0$, this makes the parallel rate positive. Then $R<2.84$ is equivalent to $3.84\,s_1s_2<1.84\,a_1a_2$. This holds because $1.84\times2.088025>3.84$; if $s_1s_2=0$, it follows from $a_1a_2>0$. The equal-angle case was never singled out, so the bound applies to unequal angles too.

At $c_1=c_2=1/7$ one finds $a_i=902/637$ and $s_i=624/637$, hence
$$R=\frac{902^2+624^2}{902^2-624^2}=\frac{300745}{106057}\approx2.836.$$

### The same calculation in Lean

```lean
import Mathlib

open Matrix
open scoped Kronecker

noncomputable section

namespace AnnihilationPhotons

/-- The polarisation state `(xy - yx)/√2` of two photons, in the basis `x = 0`, `y = 1`. -/
def pairState : Fin 2 × Fin 2 → ℂ := fun p =>
  ((![1, 0] : Fin 2 → ℂ) p.1 * (![0, 1] : Fin 2 → ℂ) p.2
    - (![0, 1] : Fin 2 → ℂ) p.1 * (![1, 0] : Fin 2 → ℂ) p.2) / (Real.sqrt 2 : ℂ)

/-- The Pauli matrix `σz`, which distinguishes `x` from `y` polarisation. -/
def σz : Matrix (Fin 2) (Fin 2) ℂ := !![1, 0; 0, -1]

/-- The Pauli matrix `σx`, which distinguishes the two diagonal polarisations. -/
def σx : Matrix (Fin 2) (Fin 2) ℂ := !![0, 1; 1, 0]

/-- A linear-polarisation analyser at azimuth `φ` with mean response `a` and modulation `b`. -/
def analyser (a b φ : ℝ) : Matrix (Fin 2) (Fin 2) ℂ :=
  (a : ℂ) • 1 + (b : ℂ) • ((Real.cos (2 * φ) : ℂ) • σz + (Real.sin (2 * φ) : ℂ) • σx)

/-- The expectation value of `A ⊗ B` in the two-photon state. -/
def coincidence (A B : Matrix (Fin 2) (Fin 2) ℂ) : ℂ :=
  star pairState ⬝ᵥ ((A ⊗ₖ B) *ᵥ pairState)

/-- The mean response of a Compton scatterer at 511 keV for scattering cosine `c ≠ 2`, without the
prefactor of the cross section, which includes `(k'/k)²`. -/
def comptonMean (c : ℝ) : ℝ := 2 - c + 1 / (2 - c) - (1 - c ^ 2)

/-- A Compton scatterer at 511 keV as a polarisation analyser: scattering cosine `c ≠ 2`,
scattering azimuth `φ`. -/
def comptonAnalyser (c φ : ℝ) : Matrix (Fin 2) (Fin 2) ℂ :=
  analyser (comptonMean c) (-(1 - c ^ 2)) φ

/-- The polarisation vector of a photon linearly polarised at angle `χ`. -/
def linearPol (χ : ℝ) : Fin 2 → ℂ := ![(Real.cos χ : ℂ), (Real.sin χ : ℂ)]

/-- The joint Compton rate for azimuths `φ₁, φ₂` at fixed scattering cosines `c₁, c₂ ≠ 2`, without
the cross-section prefactors, which do not depend on the azimuths. -/
def comptonRate (c₁ c₂ φ₁ φ₂ : ℝ) : ℝ :=
  (coincidence (comptonAnalyser c₁ φ₁) (comptonAnalyser c₂ φ₂)).re

/-- The coincidence expectation of any two one-photon operators consists of two direct terms
minus two exchange terms. -/
theorem coincidence_eq (A B : Matrix (Fin 2) (Fin 2) ℂ) :
    coincidence A B =
      (A 0 0 * B 1 1 + A 1 1 * B 0 0 - A 0 1 * B 1 0 - A 1 0 * B 0 1) / 2 := by
  have h : (Real.sqrt 2 : ℂ) * (Real.sqrt 2 : ℂ) = 2 := by
    rw [← Complex.ofReal_mul, Real.mul_self_sqrt (by norm_num)]
    norm_num
  -- the squared amplitude of each of the two terms is one half
  have hs : (Real.sqrt 2 : ℂ)⁻¹ * (Real.sqrt 2 : ℂ)⁻¹ = 1 / 2 := by
    rw [← mul_inv, h]
    norm_num
  simp [coincidence, pairState, dotProduct, Matrix.mulVec, Fintype.sum_prod_type,
    Fin.sum_univ_two, Matrix.kroneckerMap_apply]
  linear_combination
    (A 0 0 * B 1 1 + A 1 1 * B 0 0 - A 0 1 * B 1 0 - A 1 0 * B 0 1) * hs

/-- Two analysers acting on the photon pair respond jointly with
`a₁ a₂ - b₁ b₂ cos 2(φ₁ - φ₂)`. -/
theorem polarisation_correlation (a₁ b₁ a₂ b₂ φ₁ φ₂ : ℝ) :
    coincidence (analyser a₁ b₁ φ₁) (analyser a₂ b₂ φ₂) =
      ((a₁ * a₂ - b₁ * b₂ * Real.cos (2 * (φ₁ - φ₂)) : ℝ) : ℂ) := by
  rw [coincidence_eq, mul_sub, Real.cos_sub]
  simp [analyser, σz, σx]
  ring

/-- For a photon polarised at angle `χ`, the Compton analyser gives the Klein-Nishina angular
factor at 511 keV, `k/k' + k'/k - 2 sin²θ cos²(φ - χ)` with `k/k' = 2 - c` and `c = cos θ`. -/
theorem klein_nishina_response (c φ χ : ℝ) :
    star (linearPol χ) ⬝ᵥ (comptonAnalyser c φ *ᵥ linearPol χ) =
      ((2 - c + 1 / (2 - c) - 2 * (1 - c ^ 2) * Real.cos (φ - χ) ^ 2 : ℝ) : ℂ) := by
  have hstar : star (linearPol χ) = linearPol χ := by
    ext i
    fin_cases i <;> simp [linearPol, -Complex.ofReal_cos, -Complex.ofReal_sin]
  -- the double-angle form of Malus' factor
  have hr : 2 * Real.cos (φ - χ) ^ 2 = 1
      + Real.cos (2 * φ) * (Real.cos χ ^ 2 - Real.sin χ ^ 2)
      + Real.sin (2 * φ) * (2 * Real.sin χ * Real.cos χ) := by
    have h := Real.cos_two_mul (φ - χ)
    rw [mul_sub, Real.cos_sub, Real.cos_two_mul' χ, Real.sin_two_mul χ] at h
    linarith
  have h1 := congrArg Complex.ofReal (Real.sin_sq_add_cos_sq χ)
  have h2 := congrArg Complex.ofReal hr
  push_cast at h1 h2
  rw [hstar]
  simp [linearPol, comptonAnalyser, comptonMean, analyser, σz, σx, dotProduct,
    Matrix.mulVec, Fin.sum_univ_two]
  linear_combination (2 - (c : ℂ) + 1 / (2 - (c : ℂ)) - (1 - (c : ℂ) ^ 2)) * h1
    + (1 - (c : ℂ) ^ 2) * h2

/-- The joint Compton rate depends on the azimuths only through `cos 2(φ₁ - φ₂)`, with coefficient
`-(1 - c₁²)(1 - c₂²)`. -/
theorem comptonRate_eq (c₁ c₂ φ₁ φ₂ : ℝ) :
    comptonRate c₁ c₂ φ₁ φ₂ = comptonMean c₁ * comptonMean c₂
      - (1 - c₁ ^ 2) * (1 - c₂ ^ 2) * Real.cos (2 * (φ₁ - φ₂)) := by
  unfold comptonRate comptonAnalyser
  rw [polarisation_correlation, Complex.ofReal_re]
  ring

/-- For every `c ≤ 1` the mean Compton response exceeds 1.445 times `1 - c²`. -/
theorem mean_gt_modulation {c : ℝ} (hc : c ≤ 1) :
    1.445 * (1 - c ^ 2) < comptonMean c := by
  have hpos : 0 < 2 - c := by linarith [hc]
  -- a square centred near the minimum controls the cubic numerator
  have hsq : 0 ≤ (c - 0.1451) ^ 2 * (5.180461 - 2.445 * c) :=
    mul_nonneg (sq_nonneg _) (by linarith)
  have hnum : 0 < (2 - c) ^ 2 + 1 - 2.445 * (1 - c ^ 2) * (2 - c) := by
    nlinarith [hsq]
  have heq : comptonMean c - 1.445 * (1 - c ^ 2) =
      ((2 - c) ^ 2 + 1 - 2.445 * (1 - c ^ 2) * (2 - c)) / (2 - c) := by
    unfold comptonMean
    rw [eq_div_iff hpos.ne']
    have hinv : 1 / (2 - c) * (2 - c) = 1 := div_mul_cancel₀ 1 hpos.ne'
    linear_combination hinv
  have := div_pos hnum hpos
  linarith

/-- For any two scattering cosines in `[-1, 1]`, the joint rate at parallel azimuths is positive
and the perpendicular to parallel ratio is below 2.84. -/
theorem perpendicular_parallel_ratio_lt {c₁ c₂ : ℝ} (h₁ : c₁ ∈ Set.Icc (-1 : ℝ) 1)
    (h₂ : c₂ ∈ Set.Icc (-1 : ℝ) 1) (φ : ℝ) :
    0 < comptonRate c₁ c₂ φ φ ∧
      comptonRate c₁ c₂ (φ + Real.pi / 2) φ / comptonRate c₁ c₂ φ φ < 2.84 := by
  have m₁ := mean_gt_modulation h₁.2
  have m₂ := mean_gt_modulation h₂.2
  have b₁ : 0 ≤ 1 - c₁ ^ 2 := by nlinarith [h₁.1, h₁.2]
  have b₂ : 0 ≤ 1 - c₂ ^ 2 := by nlinarith [h₂.1, h₂.2]
  have a₁ : 0 < comptonMean c₁ := by linarith
  have a₂ : 0 < comptonMean c₂ := by linarith
  have hP : 0 < comptonMean c₁ * comptonMean c₂ := mul_pos a₁ a₂
  have hB : 0 ≤ (1 - c₁ ^ 2) * (1 - c₂ ^ 2) := mul_nonneg b₁ b₂
  -- multiply the bounds for the two photons
  have hm : (1.445 * (1 - c₁ ^ 2)) * (1.445 * (1 - c₂ ^ 2))
      ≤ comptonMean c₁ * comptonMean c₂ :=
    mul_le_mul m₁.le m₂.le (by linarith) a₁.le
  have hk : 2.088025 * ((1 - c₁ ^ 2) * (1 - c₂ ^ 2))
      ≤ comptonMean c₁ * comptonMean c₂ := by
    calc 2.088025 * ((1 - c₁ ^ 2) * (1 - c₂ ^ 2))
        = (1.445 * (1 - c₁ ^ 2)) * (1.445 * (1 - c₂ ^ 2)) := by ring
      _ ≤ _ := hm
  have hang : 2 * (φ + Real.pi / 2 - φ) = Real.pi := by ring
  rw [comptonRate_eq, comptonRate_eq, hang, Real.cos_pi, sub_self, mul_zero, Real.cos_zero]
  have hpar : 0 < comptonMean c₁ * comptonMean c₂
      - (1 - c₁ ^ 2) * (1 - c₂ ^ 2) * 1 := by linarith
  refine ⟨hpar, ?_⟩
  rw [div_lt_iff₀ hpar]
  linarith

/-- When both photons scatter with cosine `1/7`, the perpendicular to parallel ratio
exceeds 2.83. -/
theorem ratio_gt_at_one_seventh (φ : ℝ) :
    2.83 < comptonRate (1 / 7) (1 / 7) (φ + Real.pi / 2) φ
      / comptonRate (1 / 7) (1 / 7) φ φ := by
  have hang : 2 * (φ + Real.pi / 2 - φ) = Real.pi := by ring
  rw [comptonRate_eq, comptonRate_eq, hang, Real.cos_pi, sub_self, mul_zero, Real.cos_zero]
  norm_num [comptonMean]

end AnnihilationPhotons
```

```lean
#print axioms AnnihilationPhotons.klein_nishina_response
#print axioms AnnihilationPhotons.perpendicular_parallel_ratio_lt
#print axioms AnnihilationPhotons.ratio_gt_at_one_seventh
```

```
'AnnihilationPhotons.klein_nishina_response' depends on axioms: [propext, Classical.choice, Quot.sound]
'AnnihilationPhotons.perpendicular_parallel_ratio_lt' depends on axioms: [propext, Classical.choice, Quot.sound]
'AnnihilationPhotons.ratio_gt_at_one_seventh' depends on axioms: [propext, Classical.choice, Quot.sound]
```

### What the definitions and theorems say

`pairState` is the normalised vector $\psi$, with complex components indexed by a pair of polarisations. In `coincidence`, `⊗ₖ` is the tensor product of matrices, `*ᵥ` applies a matrix to a vector, and `star` with `⬝ᵥ` forms the inner product. An `analyser` is a response operator and need not be a projector: its coefficients are arbitrary real numbers.

`comptonMean` is $a(c)$, and `comptonAnalyser` inserts the modulation $-(1-c^2)$. The factor $(k'/k)^2$ and the constant prefactor of the cross section are left out, so `comptonRate` gives relative rates only between azimuths at fixed scattering angles. There these factors cancel in $R$. The rate is defined as a real part, which discards nothing, since the expectation value is real.

The theorems state the following:

- `polarisation_correlation` gives the cosine law for any two analysers, with separate coefficients.
- `klein_nishina_response` says that the Compton analyser reproduces the angular factor above for every linear polarisation `linearPol χ`.
- `perpendicular_parallel_ratio_lt` takes two cosines in $[-1,1]$, written as membership in `Set.Icc (-1 : ℝ) 1`, and any azimuth `φ`. It concludes that the parallel rate is positive and that the ratio is below 2.84.
- `ratio_gt_at_one_seventh` gives the lower bound 2.83 when both cosines are $1/7$.

The pair state and the Klein–Nishina factor are inputs, not results derived from quantum electrodynamics. The step from this model to a real scatterer is the assumption that the electron acts on the photon's polarisation through this operator, even when the photon is entangled. Linear polarisations alone would leave room for a $\sigma_y$ term, which measures circular polarisation. For unpolarised electrons and unobserved final polarisations, parity removes it. Electron binding, multiple scattering and finite detector openings are absent.

### How the Lean proofs reach the bounds

`coincidence_eq` is the formula with direct and exchange terms. Its `simp` call expands the sums over polarisations, and `linear_combination` supplies the fact `hs` that the squared amplitude $1/\sqrt2\cdot1/\sqrt2$ is one half. `polarisation_correlation` rewrites with this formula and with the cosine difference formula, inserts the matrix entries, and leaves the algebra to `ring`.

In `klein_nishina_response`, `hstar` records that the polarisation vector is real, and `hr` is the double-angle identity for $2\cos^2(\varphi-\chi)$. The final `linear_combination` uses $\sin^2\chi+\cos^2\chi=1$ with weight $a(c)$ and the double-angle identity with weight $1-c^2$. `comptonRate_eq` then specialises the cosine law to two Compton scatterers, where the minus signs cancel.

`mean_gt_modulation` contains the cubic inequality. The term `hsq` is the nonnegative product with the centred square, and `nlinarith` uses it to show that the numerator $N(c)$ is positive. The equation `heq` connects the numerator to $a(c)-1.445(1-c^2)$, and dividing by the positive number $2-c$ finishes the bound.

`perpendicular_parallel_ratio_lt` applies this lemma to each photon and multiplies the results with `mul_le_mul`. After the angles are replaced by $\cos\pi$ and $\cos0$, the positive parallel rate `hpar` allows `div_lt_iff₀` to clear the denominator, and `linarith` does the comparison of 3.84 with $1.84\times2.088025$. The last theorem makes the same angle substitution and evaluates the fraction with `norm_num`.

### Drawing the second azimuth in a simulation

In a Monte Carlo calculation with one ideal scattering per photon, the pair state enters when the second azimuth is drawn. The polar angles are sampled independently from the unpolarised Klein–Nishina distribution, including the factor $(k'/k)^2$, and $\varphi_1$ is uniform. The rate formula then implies the conditional density
$$p(\varphi_2)=\frac1{2\pi}\left[1-\mu\cos2(\varphi_1-\varphi_2)\right],\qquad \mu=\frac{s_1s_2}{a_1a_2}.$$
To sample it, draw $\varphi_2$ uniformly and accept it with probability $[1-\mu\cos2(\varphi_1-\varphi_2)]/(1+\mu)$; otherwise draw again. When both cosines are $1/7$, $\mu\approx0.479$. If either photon scatters exactly forwards or backwards, $\mu=0$ and the second azimuth is uniform.
